# The determinant of free chiral propagators is a product over pairs

For particles at $z_i$ and holes at $w_j$, with no particle on a hole, the Slater determinant of the free chiral propagators $1/(z_i-w_j)$ factorises completely:

$$\det\frac{1}{z_i-w_j}=\frac{\prod_{i<k}(z_k-z_i)(w_i-w_k)}{\prod_{i,j}(z_i-w_j)}.$$

In bosonization I meet the left side as the Wick expansion and the right side as a vertex-operator correlator. Can I see the equality derived step by step, signs included, and checked by a proof assistant?

## Eliminating one particle and one hole

Yes. It is the Cauchy determinant at $y_j=-w_j$, and it holds over any field. Let $C_{ij}=1/(x_i+y_j)$ with all denominators nonzero and indices starting at 0. From each row $i\ge1$ subtract $(x_0+y_0)/(x_i+y_0)$ times row 0. Over the common denominator $(x_i+y_j)(x_i+y_0)(x_0+y_j)$, the new numerator is

$$(x_i+y_0)(x_0+y_j)-(x_0+y_0)(x_i+y_j)=(x_i-x_0)(y_j-y_0).$$

The new entry is therefore

$$\frac{x_i-x_0}{x_i+y_0}\cdot\frac{y_j-y_0}{x_0+y_j}\cdot\frac{1}{x_i+y_j}.$$

It vanishes for $j=0$; for $j\ge1$ it is a Cauchy entry with a row factor and a column factor. Expanding along column 0 gives

$$\det C=\frac{1}{x_0+y_0}\prod_{i\ge1}\frac{x_i-x_0}{x_i+y_0}\prod_{j\ge1}\frac{y_j-y_0}{x_0+y_j}\,\det C',$$

where $C'$ omits row 0 and column 0. The prefactor contains exactly the pairs involving index 0. Induction from the empty determinant, which is 1, yields

$$\det C=\frac{\prod_{i<k}(x_k-x_i)(y_k-y_i)}{\prod_{i,j}(x_i+y_j)}.$$

Setting $x=z$, $y=-w$ turns $y_k-y_i$ into $w_i-w_k$, which fixes the sign.

A product in a field vanishes only if a factor does, so the determinant is nonzero exactly when the $z_i$ are pairwise distinct and so are the $w_j$. This is the exclusion principle with its converse.

For distinct complex positions, define

$$U=\sum_{i,j}\log|z_i-w_j|-\sum_{i<k}\bigl(\log|z_k-z_i|+\log|w_k-w_i|\bigr).$$

Taking moduli in the product formula gives $|\det|=e^{-U}$, hence $|\det|^2=e^{-2U}$: the Boltzmann weight of a two-component logarithmic plasma at dimensionless inverse temperature 2.

**Two particles and two holes.** Take $z=(0,2)$, $w=(1,3)$. The matrix has rows $(-1,-\tfrac13)$ and $(1,-1)$, with determinant $1+\tfrac13=\tfrac43$. The formula gives $2\cdot(-2)/\bigl((-1)(-3)(1)(-1)\bigr)=\tfrac43$. Here $U=\log\tfrac34$ and $e^{-2U}=\tfrac{16}{9}$.

## The Lean file

```lean
import Mathlib

noncomputable section

namespace CauchyBosonization

variable {K : Type*} [Field K] {N : ℕ}

/-- The Cauchy matrix with entries `1 / (x i + y j)`, meant for `x i + y j ≠ 0`. -/
def cauchy (x y : Fin N → K) : Matrix (Fin N) (Fin N) K :=
  Matrix.of fun i j => 1 / (x i + y j)

/-- The matrix of free chiral propagators `1 / (z i - w j)` between particle positions `z`
and hole positions `w`, meant for `z i ≠ w j`. -/
def propagator (z w : Fin N → K) : Matrix (Fin N) (Fin N) K :=
  Matrix.of fun i j => 1 / (z i - w j)

/-- The logarithmic Coulomb energy of unit charges at `z` and opposite unit charges at `w`,
meant for positions that are all distinct. -/
def coulombEnergy (z w : Fin N → ℂ) : ℝ :=
  (∑ i, ∑ j, Real.log ‖z i - w j‖) -
    ∑ i, ∑ k ∈ Finset.Ioi i, (Real.log ‖z k - z i‖ + Real.log ‖w k - w i‖)

/-- Rescaling row `i` by `r i` and column `j` by `s j` multiplies a determinant by the product
of all the scale factors. -/
theorem det_rescale (r s : Fin N → K) (A : Matrix (Fin N) (Fin N) K) :
    (Matrix.of fun i j => r i * (s j * A i j)).det = (∏ i, r i) * (∏ j, s j) * A.det := by
  have h1 := Matrix.det_mul_column r (Matrix.of fun i j => s j * A i j)
  have h2 := Matrix.det_mul_row s A
  rw [h2] at h1
  rw [mul_assoc]
  exact h1

/-- The partial-fraction identity behind the elimination: for nonzero denominators, a Cauchy
entry is a rescaled Cauchy entry plus a multiple of the entry `1 / (b + d)` of the pivot row. -/
theorem elimination_step (a b c d : K) (hac : a + c ≠ 0) (hbd : b + d ≠ 0) (had : a + d ≠ 0) :
    1 / (a + d) = (a - b) / (a + c) * ((d - c) / (b + d) * (1 / (a + d))) +
      (b + c) / (a + c) * (1 / (b + d)) := by
  field_simp
  ring

/-- Removing one particle and one hole: if all `x i + y j` are nonzero, the Cauchy determinant
of size `N + 1` is an explicit factor times the one of size `N`. -/
theorem det_cauchy_succ (x y : Fin (N + 1) → K) (h : ∀ i j, x i + y j ≠ 0) :
    (cauchy x y).det = 1 / (x 0 + y 0) *
      ((∏ i : Fin N, (x i.succ - x 0) / (x i.succ + y 0)) *
        (∏ j : Fin N, (y j.succ - y 0) / (x 0 + y j.succ)) *
        (cauchy (fun i : Fin N => x i.succ) (fun j : Fin N => y j.succ)).det) := by
  -- `B` is the matrix after elimination, `c` holds the multiples of row 0
  obtain ⟨B, hB0, hBs⟩ : ∃ B : Matrix (Fin (N + 1)) (Fin (N + 1)) K,
      (∀ j, B 0 j = 1 / (x 0 + y j)) ∧
      (∀ (i : Fin N) j, B i.succ j = (x i.succ - x 0) / (x i.succ + y 0) *
        ((y j - y 0) / (x 0 + y j) * (1 / (x i.succ + y j)))) :=
    ⟨Matrix.of (Matrix.vecCons (fun j => 1 / (x 0 + y j))
      (fun i j => (x i.succ - x 0) / (x i.succ + y 0) *
        ((y j - y 0) / (x 0 + y j) * (1 / (x i.succ + y j))))),
      fun _ => rfl, fun _ _ => rfl⟩
  obtain ⟨c, hc0, hcs⟩ : ∃ c : Fin (N + 1) → K, c 0 = 0 ∧
      ∀ i : Fin N, c i.succ = (x 0 + y 0) / (x i.succ + y 0) :=
    ⟨Matrix.vecCons 0 (fun i => (x 0 + y 0) / (x i.succ + y 0)), rfl, fun _ => rfl⟩
  have hdet : (cauchy x y).det = B.det := by
    refine Matrix.det_eq_of_forall_row_eq_smul_add_const c 0 hc0 ?_
    intro i j
    refine Fin.cases ?_ (fun i => ?_) i
    · rw [hc0, zero_mul, add_zero, hB0]
      rfl
    · rw [hcs, hB0, hBs]
      exact elimination_step _ _ _ _ (h _ _) (h _ _) (h _ _)
  have hz : ∀ i : Fin N, B i.succ 0 = 0 := by
    intro i
    rw [hBs, sub_self, zero_div, zero_mul, mul_zero]
  -- the remaining minor is a rescaled Cauchy matrix
  have hminor : (B.submatrix (Fin.succAbove 0) Fin.succ).det =
      (∏ i : Fin N, (x i.succ - x 0) / (x i.succ + y 0)) *
        (∏ j : Fin N, (y j.succ - y 0) / (x 0 + y j.succ)) *
        (cauchy (fun i : Fin N => x i.succ) (fun j : Fin N => y j.succ)).det := by
    refine Eq.trans (congrArg Matrix.det ?_)
      (det_rescale (fun i : Fin N => (x i.succ - x 0) / (x i.succ + y 0))
        (fun j : Fin N => (y j.succ - y 0) / (x 0 + y j.succ)) _)
    ext i j
    simp only [Matrix.submatrix_apply, Fin.succAbove_zero]
    exact hBs i j.succ
  rw [hdet, Matrix.det_succ_column_zero, Fin.sum_univ_succ, hminor, hB0]
  simp only [hz, mul_zero, zero_mul, Finset.sum_const_zero, add_zero, Fin.val_zero,
    pow_zero, one_mul]

/-- Cauchy determinant: if all `x i + y j` are nonzero, the determinant of `1 / (x i + y j)` is
the product of all pair differences of `x` and of `y` divided by the product of all sums. -/
theorem det_cauchy (x y : Fin N → K) (h : ∀ i j, x i + y j ≠ 0) :
    (cauchy x y).det =
      (∏ i, ∏ k ∈ Finset.Ioi i, (x k - x i) * (y k - y i)) / ∏ i, ∏ j, (x i + y j) := by
  induction N with
  | zero => simp
  | succ n ih =>
    rw [det_cauchy_succ x y h, ih _ _ (fun i j => h i.succ j.succ)]
    -- split off the factors that involve particle 0 or hole 0
    simp only [Fin.prod_univ_succ, Fin.prod_Ioi_zero, Fin.prod_Ioi_succ,
      Finset.prod_mul_distrib, Finset.prod_div_distrib]
    simp only [div_eq_mul_inv, mul_inv, one_mul]
    ring

/-- Bosonization identity: if no particle sits on a hole, the Slater determinant of free
propagators `1 / (z i - w j)` equals a product of pair factors. -/
theorem det_propagator (z w : Fin N → K) (h : ∀ i j, z i ≠ w j) :
    (propagator z w).det =
      (∏ i, ∏ k ∈ Finset.Ioi i, (z k - z i) * (w i - w k)) / ∏ i, ∏ j, (z i - w j) := by
  have e : propagator z w = cauchy z (fun j => -w j) := by
    ext i j
    simp only [propagator, cauchy, Matrix.of_apply, sub_eq_add_neg]
  have h' : ∀ i j, z i + -w j ≠ 0 := by
    intro i j
    rw [← sub_eq_add_neg]
    exact sub_ne_zero.mpr (h i j)
  rw [e, det_cauchy z (fun j => -w j) h']
  simp only [neg_sub_neg, ← sub_eq_add_neg]

/-- Exclusion principle and its converse: if no particle sits on a hole, the propagator
determinant is nonzero exactly when the particles are at distinct positions and so are the
holes. -/
theorem det_propagator_ne_zero_iff (z w : Fin N → K) (h : ∀ i j, z i ≠ w j) :
    (propagator z w).det ≠ 0 ↔ Function.Injective z ∧ Function.Injective w := by
  rw [det_propagator z w h]
  constructor
  · intro hne
    have hnum := (div_ne_zero_iff.mp hne).1
    have key : ∀ i k, i < k → z k - z i ≠ 0 ∧ w i - w k ≠ 0 := fun i k hik =>
      mul_ne_zero_iff.mp (Finset.prod_ne_zero_iff.mp
        (Finset.prod_ne_zero_iff.mp hnum i (Finset.mem_univ i)) k (Finset.mem_Ioi.mpr hik))
    constructor
    · intro a b hab
      by_contra hn
      rcases lt_or_gt_of_ne hn with hl | hl
      · exact (key _ _ hl).1 (sub_eq_zero.mpr hab.symm)
      · exact (key _ _ hl).1 (sub_eq_zero.mpr hab)
    · intro a b hab
      by_contra hn
      rcases lt_or_gt_of_ne hn with hl | hl
      · exact (key _ _ hl).2 (sub_eq_zero.mpr hab)
      · exact (key _ _ hl).2 (sub_eq_zero.mpr hab.symm)
  · rintro ⟨hz, hw⟩
    refine div_ne_zero ?_ ?_
    · exact Finset.prod_ne_zero_iff.mpr fun i _ => Finset.prod_ne_zero_iff.mpr fun k hk =>
        mul_ne_zero (sub_ne_zero.mpr fun e => (Finset.mem_Ioi.mp hk).ne' (hz e))
          (sub_ne_zero.mpr fun e => (Finset.mem_Ioi.mp hk).ne (hw e))
    · exact Finset.prod_ne_zero_iff.mpr fun i _ => Finset.prod_ne_zero_iff.mpr fun j _ =>
        sub_ne_zero.mpr (h i j)

/-- Coulomb-gas form: for complex positions that are all distinct, the squared modulus of the
propagator determinant is the Boltzmann weight `exp (-2 U)` of the logarithmic energy `U`. -/
theorem norm_sq_det_propagator (z w : Fin N → ℂ) (h : ∀ i j, z i ≠ w j)
    (hz : Function.Injective z) (hw : Function.Injective w) :
    ‖(propagator z w).det‖ ^ 2 = Real.exp (-2 * coulombEnergy z w) := by
  have key : ‖(propagator z w).det‖ = Real.exp (-coulombEnergy z w) := by
    rw [det_propagator z w h, coulombEnergy, neg_sub, Real.exp_sub]
    simp only [norm_div, norm_prod, norm_mul, Real.exp_sum, Real.exp_add]
    congr 1
    · refine Finset.prod_congr rfl fun i _ => Finset.prod_congr rfl fun k hk => ?_
      have hik := Finset.mem_Ioi.mp hk
      have h1 : 0 < ‖z k - z i‖ := norm_pos_iff.mpr (sub_ne_zero.mpr fun e => hik.ne' (hz e))
      have h2 : 0 < ‖w k - w i‖ := norm_pos_iff.mpr (sub_ne_zero.mpr fun e => hik.ne' (hw e))
      rw [Real.exp_log h1, Real.exp_log h2, norm_sub_rev (w i) (w k)]
    · refine Finset.prod_congr rfl fun i _ => Finset.prod_congr rfl fun j _ => ?_
      rw [Real.exp_log (norm_pos_iff.mpr (sub_ne_zero.mpr (h i j)))]
  rw [key, sq, ← Real.exp_add]
  congr 1
  ring

end CauchyBosonization
```

```lean
#print axioms CauchyBosonization.det_propagator
#print axioms CauchyBosonization.det_propagator_ne_zero_iff
#print axioms CauchyBosonization.norm_sq_det_propagator
```

```
'CauchyBosonization.det_propagator' depends on axioms: [propext, Classical.choice, Quot.sound]
'CauchyBosonization.det_propagator_ne_zero_iff' depends on axioms: [propext, Classical.choice, Quot.sound]
'CauchyBosonization.norm_sq_det_propagator' depends on axioms: [propext, Classical.choice, Quot.sound]
```

## What the statements say

Positions are functions `Fin N → K`, and `Finset.Ioi i` selects the indices $k>i$, so each pair is counted once. The matrices are `cauchy` and `propagator`; the latter sets the propagator's constant prefactor to 1. The hypothesis `h` keeps particles off holes, where the propagator diverges. `Function.Injective z` means that the particle positions are distinct. `coulombEnergy` is defined by the pair sums in $U$, independently of the determinant.

The theorems equate two explicit functions for finitely many non-interacting particles. Fermion fields, vertex operators and Wick's theorem are not constructed; they supply the physical reading of the two sides.

## From elimination to the Coulomb gas in Lean

`elimination_step` is the partial-fraction identity, with $a=x_i$, $b=x_0$, $c=y_0$, $d=y_j$; `field_simp` clears denominators and `ring` compares polynomials. In `det_cauchy_succ`, `B` is the matrix after elimination and `c` holds the row multipliers. A Mathlib lemma says these row operations preserve the determinant, `Matrix.det_succ_column_zero` expands column 0, and `det_rescale` extracts the scale factors.

`det_cauchy` runs the induction, splitting off the index-0 factors. `det_propagator` substitutes $y=-w$. `det_propagator_ne_zero_iff` examines the factors, ordering two unequal indices to find their pair. `norm_sq_det_propagator` turns exponentials of sums into products and cancels `exp` against `log`, which needs positive distances and hence distinct positions.

## Moving one particle in a simulation

The plasma weight $|\det|^2$ cannot be normalised for point charges in the plane: with the other positions distinct and held fixed, it grows as $1/|z_i-w_j|^2$ when a particle approaches a hole, and its integral diverges logarithmically. Suppose therefore that the charges are confined to a bounded region and that a minimum particle–hole distance is imposed. In Metropolis sampling of this regularised plasma, moving particle $a$ from $z_a$ to an allowed position $z'$ multiplies the determinant by

$$\prod_{k\ne a}\frac{z'-z_k}{z_a-z_k}\prod_j\frac{z_a-w_j}{z'-w_j},$$

provided the old positions are distinct and $z'$ is not on a hole. The squared modulus of this ratio enters the acceptance test, at a cost of order $N$ per move. Code can accumulate it as a sum of logarithms to avoid overflow.
